# Replacing the null columns of a real diagonal matrix by those of K gives a nonsingular matrix if K has no zero expectation value in a nonzero null vector

In a finite basis, take a real diagonal matrix with entries dᵢ and replace each column where dⱼ = 0 by the same column of a complex matrix K, which need not be Hermitian. The lemma says that the resulting matrix has nonzero determinant, provided w†Kw ≠ 0 for every nonzero vector w in the null space of the diagonal matrix. The vectors w are not normalised, but dividing by w†w would not change whether the expectation value is zero. The proof supposes the determinant is zero, takes a nonzero vector v that the new matrix sends to zero, and lets w be the part of v on the indices with dᵢ = 0. Each row then reads (Kw)ᵢ + dᵢvᵢ = 0, from which the proof gets first w = 0 and then v = 0, a contradiction.

An attempt in Lean 4 with a fault in it:

```lean
import Mathlib

open Matrix Filter Topology

namespace ReducedDetNeZero

variable {n : Type*} [Fintype n] [DecidableEq n]

/-- Take a real diagonal matrix and replace its null columns by those of `K`. The result is
nonsingular if `K` has no vanishing expectation value in a nonzero null vector. -/
theorem reduced_det_ne_zero (d : n → ℝ) (K : Matrix n n ℂ)
    (hK : ∀ w : n → ℂ, w ≠ 0 → (∀ i, d i ≠ 0 → w i = 0) → star w ⬝ᵥ K *ᵥ w ≠ 0) :
    (Matrix.of fun i j => if d j = 0 then K i j
      else diagonal (fun k => (d k : ℂ)) i j).det ≠ 0 := by
  intro h
  obtain ⟨v, hv, hBv⟩ := Matrix.exists_mulVec_eq_zero_iff.mpr h
  let w : n → ℂ := fun i => if d i = 0 then v i else 0
  -- row by row, the null equation couples the null components through `K`
  have row : ∀ i, (K *ᵥ w) i + (d i : ℂ) * v i = 0 := by
    intro i
    rw [← Matrix.mulVec_diagonal (fun k => (d k : ℂ)) v i, ← congrFun hBv i]
    simp only [Matrix.mulVec, dotProduct, Matrix.of_apply]
    rw [← Finset.sum_add_distrib]
    refine Finset.sum_congr rfl fun j _ => ?_
    by_cases hj : d j = 0
    · by_cases hij : i = j
      · subst hij
        simp [w, hj]
      · simp [w, hj, hij]
    · simp [w, hj]
  have hw : w = 0 := by
    by_contra hne
    refine hK w hne (fun i hi => by simp [w, hi]) ?_
    refine Finset.sum_eq_zero fun i _ => ?_
    by_cases hi : d i = 0
    · have hr := row i
      rw [hi, Complex.ofReal_zero, zero_mul, add_zero] at hr
      rw [hr, mul_zero]
    · simp [w, hi]
  apply hv
  funext i
  by_cases hi : d i = 0
  · have h0 := congrFun hw i
    simpa [w, hi] using h0
  · have hr := row i
    rw [hw, Matrix.mulVec_zero, Pi.zero_apply, zero_add] at hr
    exact (mul_eq_zero.mp hr).resolve_left (Complex.ofReal_ne_zero.mpr hi)

end ReducedDetNeZero
```

Compiling this gives:

```
Main.lean:21:59: error: Tactic `rewrite` failed: Did not find an occurrence of the pattern
  0 i
in the target expression
  (K *ᵥ w) i + ((diagonal fun k => ↑(d k)) *ᵥ v) i = 0

n : Type u_1
inst✝¹ : Fintype n
inst✝ : DecidableEq n
d : n → ℝ
K : Matrix n n ℂ
hK : ∀ (w : n → ℂ), w ≠ 0 → (∀ (i : n), d i ≠ 0 → w i = 0) → star w ⬝ᵥ K *ᵥ w ≠ 0
h : (of fun i j => if d j = 0 then K i j else diagonal (fun k => ↑(d k)) i j).det = 0
v : n → ℂ
hv : v ≠ 0
hBv : (of fun i j => if d j = 0 then K i j else diagonal (fun k => ↑(d k)) i j) *ᵥ v = 0
w : n → ℂ := fun i => if d i = 0 then v i else 0
i : n
⊢ (K *ᵥ w) i + ((diagonal fun k => ↑(d k)) *ᵥ v) i = 0
```

What went wrong. The error is in the proof of `row`, at the second rewrite, `← congrFun hBv i`. The equation `congrFun hBv i` says that component `i` of the new matrix times `v` equals `0 i`, the zero function applied to `i`. Used from right to left, it makes `rw` search the goal for `0 i`. The right-hand side of the goal is instead the plain complex number `0`. The two are equal by definition, but `rw` looks for a subterm of the pattern's form, and a bare `0` is not a function applied to `i`.

The repair keeps the first rewrite, which had worked, and replaces the second by `refine Eq.trans ?_ (congrFun hBv i)`. Here Lean only has to check that the equation's right-hand side, `0 i`, agrees with the goal's `0`, and it can do so by unfolding the zero function. What remains is to show that the left-hand side of the goal equals component `i` of the new matrix times `v`. This is the goal the failed rewrite was meant to produce, so the sum manipulations that follow work unchanged.

Lean accepts the file once it reads:

```diff
@@ -19,5 +19,6 @@
   have row : ∀ i, (K *ᵥ w) i + (d i : ℂ) * v i = 0 := by
     intro i
-    rw [← Matrix.mulVec_diagonal (fun k => (d k : ℂ)) v i, ← congrFun hBv i]
+    rw [← Matrix.mulVec_diagonal (fun k => (d k : ℂ)) v i]
+    refine Eq.trans ?_ (congrFun hBv i)
     simp only [Matrix.mulVec, dotProduct, Matrix.of_apply]
     rw [← Finset.sum_add_distrib]
```
